# A product of k fermionic creators and l annihilators shifts the particle number by k − l

## Ladder operators and words

Let V be a complex vector space and let p run over a finite set of modes. The creators c_p and annihilators a_p are linear operators on V that obey the canonical anticommutation relations (CAR):

a_p c_q + c_q a_p = δ_pq

c_p c_q + c_q c_p = 0

a_p a_q + a_q a_p = 0

The number operator is N = ∑_p c_p a_p, and [A, B] means AB − BA. A word W is a product of k creators and l annihilators in any order, repetitions allowed; its rightmost factor acts first. The claim is that if N v = m v for a complex number m, then

N (W v) = (m + k − l) W v.

The vector W v may be zero, in which case the equation holds trivially.

## The commutator of N with a word

For a single mode p, expanding the right-hand side confirms that

[c_p a_p, c_q] = c_p (a_p c_q + c_q a_p) − (c_p c_q + c_q c_p) a_p = δ_pq c_p

[c_p a_p, a_q] = c_p (a_p a_q + a_q a_p) − (a_q c_p + c_p a_q) a_p = −δ_pq a_p

Summing over p gives [N, c_q] = c_q and [N, a_q] = −a_q.

For words, use induction on the length. The empty word is the identity, which commutes with N. Suppose [N, W] = (k − l) W, and put a factor x in front, with [N, x] = s x, where s = 1 for a creator and s = −1 for an annihilator. Then

[N, xW] = [N, x] W + x [N, W] = (s + k − l) xW,

which is the right count for the longer word. Applying the identity to v gives

N W v = W N v + (k − l) W v = (m + k − l) W v.

Two consequences follow. If a linear functional φ satisfies φ(N x) = m′ φ(x) for all x, then m′ φ(W v) = (m + k − l) φ(W v), so φ(W v) ≠ 0 forces m′ = m + k − l. And W commutes with N exactly when (k − l) W = 0, which for W ≠ 0 means k = l.

In electronic structure with finitely many spin orbitals, the terms c_p a_q and c_p c_q a_r a_s of a Hamiltonian therefore conserve particle number, while a pairing term c_p c_q raises it by two.

## Two electrons reduced to one

Take modes 0 and 1, with basis |n₀n₁⟩ and |11⟩ = c₀ c₁ |00⟩. For W = c₁ a₀ a₁,

a₁ |11⟩ = −|10⟩, a₀ (−|10⟩) = −|00⟩, c₁ (−|00⟩) = −|01⟩.

Here m = 2, k = 1 and l = 2, so the predicted eigenvalue is 1, and indeed N |01⟩ = |01⟩.

## A failure without the mixed relation

On ℂ², let E e₂ = e₁ and E e₁ = 0, and set c = a = E for a single mode. The last two relations hold because E² = 0, but ac + ca = 0 instead of 1. Now N = E² = 0, so N e₂ = 0. The claim would give N (c e₂) = e₁, whereas N (c e₂) = 0.

## The relations and words in Lean

The mode set `ι` is finite; `V` need not be finite-dimensional.

```lean
import Mathlib

open Matrix

namespace FermionNumberLadder

noncomputable section

variable {ι V : Type*} [Fintype ι] [DecidableEq ι] [AddCommGroup V] [Module ℂ V]
```

Operators are elements of `Module.End ℂ V`, and their product is composition. `IsCAR` assumes the three relations, which encode fermionic statistics. It requires no inner product, so `a p` is not assumed to be the adjoint of `c p`.

```lean
/-- The canonical anticommutation relations for creators `c p` and annihilators `a p`
acting on a complex vector space. -/
structure IsCAR {ι V : Type*} [DecidableEq ι] [AddCommGroup V] [Module ℂ V]
    (c a : ι → Module.End ℂ V) : Prop where
  mixed : ∀ p q, a p * c q + c q * a p = if p = q then 1 else 0
  create : ∀ p q, c p * c q + c q * c p = 0
  annihilate : ∀ p q, a p * a q + a q * a p = 0

/-- The total number operator `N = ∑ p, c p a p`. -/
def numberOp (c a : ι → Module.End ℂ V) : Module.End ℂ V := ∑ p, c p * a p
```

A word is a list of `Ladder` symbols. `wordOp` multiplies them in written order, and two functions count k and l.

```lean
/-- A ladder symbol: create or annihilate a particle in mode `p`. -/
inductive Ladder (ι : Type*) where
  | create (p : ι) : Ladder ι
  | annihilate (p : ι) : Ladder ι

/-- The operator product spelled by a word of ladder symbols, read from left to right. -/
def wordOp {ι V : Type*} [AddCommGroup V] [Module ℂ V]
    (c a : ι → Module.End ℂ V) : List (Ladder ι) → Module.End ℂ V
  | [] => 1
  | .create p :: w => c p * wordOp c a w
  | .annihilate p :: w => a p * wordOp c a w

/-- The number of creators in a word. -/
def creators {ι : Type*} : List (Ladder ι) → ℕ
  | [] => 0
  | .create _ :: w => creators w + 1
  | .annihilate _ :: w => creators w

/-- The number of annihilators in a word. -/
def annihilators {ι : Type*} : List (Ladder ι) → ℕ
  | [] => 0
  | .create _ :: w => annihilators w
  | .annihilate _ :: w => annihilators w + 1
```

## Commutators, eigenvectors and selection rules

In the next two proofs, `key` is the single-mode commutator above: `noncomm_ring` checks the expansion, and the relations are then substituted. The sum over modes leaves one term.

```lean
variable {c a : ι → Module.End ℂ V}

/-- For CAR operators, the commutator of `N` with a creator is that creator. -/
theorem number_comm_create (h : IsCAR c a) (q : ι) :
    numberOp c a * c q - c q * numberOp c a = c q := by
  -- only the mode `q` contributes to the commutator
  have key : ∀ p, c p * a p * c q - c q * (c p * a p) = if p = q then c p else 0 := by
    intro p
    calc c p * a p * c q - c q * (c p * a p)
        = c p * (a p * c q + c q * a p) - (c p * c q + c q * c p) * a p := by noncomm_ring
      _ = _ := by rw [h.mixed, h.create]; split_ifs <;> simp
  unfold numberOp
  rw [Finset.sum_mul, Finset.mul_sum, ← Finset.sum_sub_distrib,
    Finset.sum_congr rfl (fun p _ => key p)]
  simp

/-- For CAR operators, the commutator of `N` with an annihilator is minus that annihilator. -/
theorem number_comm_annihilate (h : IsCAR c a) (q : ι) :
    numberOp c a * a q - a q * numberOp c a = -a q := by
  have key : ∀ p, c p * a p * a q - a q * (c p * a p) = if q = p then -a p else 0 := by
    intro p
    calc c p * a p * a q - a q * (c p * a p)
        = c p * (a p * a q + a q * a p) - (a q * c p + c p * a q) * a p := by noncomm_ring
      _ = _ := by rw [h.mixed, h.annihilate]; split_ifs <;> simp
  unfold numberOp
  rw [Finset.sum_mul, Finset.mul_sum, ← Finset.sum_sub_distrib,
    Finset.sum_congr rfl (fun p _ => key p)]
  simp
```

The induction uses `leibniz`, the product rule for the commutator, and `module` collects the coefficients. The difference k − l is taken in ℂ, so it may be negative.

```lean
/-- For CAR operators, a product `W` of `k` creators and `l` annihilators in any order
satisfies `N W - W N = (k - l) W`. -/
theorem number_comm_word (h : IsCAR c a) (w : List (Ladder ι)) :
    numberOp c a * wordOp c a w - wordOp c a w * numberOp c a
      = ((creators w : ℂ) - annihilators w) • wordOp c a w := by
  induction w with
  | nil => simp [wordOp, creators, annihilators]
  | cons x w ih =>
    -- the commutator with `N` obeys the product rule
    have leibniz : ∀ N x W : Module.End ℂ V,
        N * (x * W) - x * W * N = (N * x - x * N) * W + x * (N * W - W * N) := by
      intro N x W
      noncomm_ring
    cases x with
    | create p =>
      simp only [wordOp, creators, annihilators]
      rw [leibniz, number_comm_create h, ih, mul_smul_comm]
      push_cast
      module
    | annihilate p =>
      simp only [wordOp, creators, annihilators]
      rw [leibniz, number_comm_annihilate h, ih, mul_smul_comm, neg_mul]
      push_cast
      module
```

The main theorem evaluates this operator identity at `v`.

```lean
/-- If `N v = m v` for CAR operators, then a product of `k` creators and `l` annihilators,
in any order, sends `v` to a vector `u` with `N u = (m + k - l) u`. -/
theorem number_apply_word (h : IsCAR c a) (w : List (Ladder ι)) {v : V} {m : ℂ}
    (hv : numberOp c a v = m • v) :
    numberOp c a (wordOp c a w v)
      = (m + creators w - annihilators w) • wordOp c a w v := by
  have e := LinearMap.congr_fun (number_comm_word h w) v
  simp only [LinearMap.sub_apply, Module.End.mul_apply, LinearMap.smul_apply, hv,
    map_smul] at e
  rw [sub_eq_iff_eq_add] at e
  rw [e]
  module
```

In the selection rule, `φ` plays the part of a bra ⟨u| with particle number m′; `hφ` says that it is a left eigenvector of N. The proof cancels the nonzero number φ(W v).

```lean
/-- Selection rule for CAR operators: let `N v = m v` and let the linear functional `φ` satisfy
`φ (N x) = m' φ x` for all `x`. If `φ (W v)` is nonzero for a product `W` of `k` creators and
`l` annihilators, then `m' = m + k - l`. -/
theorem selection_rule (h : IsCAR c a) (w : List (Ladder ι)) {v : V} {m m' : ℂ}
    (hv : numberOp c a v = m • v) (φ : V →ₗ[ℂ] ℂ)
    (hφ : ∀ x, φ (numberOp c a x) = m' * φ x) (hne : φ (wordOp c a w v) ≠ 0) :
    m' = m + creators w - annihilators w := by
  have e := hφ (wordOp c a w v)
  rw [number_apply_word h w hv, map_smul, smul_eq_mul] at e
  exact (mul_right_cancel₀ hne e).symm
```

The conservation criterion needs `hw`: the word c_p c_p is zero and commutes with N, although k = 2 and l = 0.

```lean
/-- For CAR operators, a nonzero product of creators and annihilators commutes with `N`
exactly when it contains as many creators as annihilators. -/
theorem commute_number_iff (h : IsCAR c a) (w : List (Ladder ι)) (hw : wordOp c a w ≠ 0) :
    Commute (numberOp c a) (wordOp c a w) ↔ creators w = annihilators w := by
  have e := number_comm_word h w
  constructor
  · intro hc
    rw [hc.eq, sub_self] at e
    have e' := (smul_eq_zero.mp e.symm).resolve_right hw
    exact_mod_cast sub_eq_zero.mp e'
  · intro hk
    rw [hk, sub_self, zero_smul] at e
    exact sub_eq_zero.mp e
```

## Two modes on ℂ⁴

Explicit matrices realise the relations in the basis |00⟩, |10⟩, |01⟩, |11⟩. The entry −1 is the fermionic sign in a₁ |11⟩ = −|10⟩. The matrices are real, so transposition gives the adjoints.

```lean
/-- Annihilation matrices of two fermionic modes in the ordered occupation basis
`00, 10, 01, 11`. -/
def annMatrix : Fin 2 → Matrix (Fin 4) (Fin 4) ℂ :=
  ![!![0, 1, 0, 0; 0, 0, 0, 0; 0, 0, 0, 1; 0, 0, 0, 0],
    !![0, 0, 1, 0; 0, 0, 0, -1; 0, 0, 0, 0; 0, 0, 0, 0]]

/-- The two-mode annihilators as operators on `ℂ⁴`. -/
def ann (p : Fin 2) : Module.End ℂ (Fin 4 → ℂ) := Matrix.toLinAlgEquiv' (annMatrix p)

/-- The two-mode creators, given by the transposed matrices. -/
def cre (p : Fin 2) : Module.End ℂ (Fin 4 → ℂ) := Matrix.toLinAlgEquiv' (annMatrix p)ᵀ
```

The matrix relations are checked entry by entry.

```lean
/-- The two annihilation matrices anticommute with each other and square to zero. -/
theorem annMatrix_anticomm (p q : Fin 2) :
    annMatrix p * annMatrix q + annMatrix q * annMatrix p = 0 := by
  fin_cases p <;> fin_cases q <;> ext i j <;> fin_cases i <;> fin_cases j <;>
    simp [annMatrix]

/-- The anticommutator of an annihilation matrix with a transposed one is the identity for
equal modes and zero for different modes. -/
theorem annMatrix_mixed (p q : Fin 2) :
    annMatrix p * (annMatrix q)ᵀ + (annMatrix q)ᵀ * annMatrix p = if p = q then 1 else 0 := by
  ext i j
  -- write the entries as explicit sums before inserting the matrices
  simp only [Matrix.add_apply, Matrix.mul_apply, Matrix.transpose_apply, Fin.sum_univ_four]
  fin_cases p <;> fin_cases q <;> fin_cases i <;> fin_cases j <;> simp [annMatrix]
```

`Matrix.toLinAlgEquiv'` carries them over to operators, and the relation between creators is the transpose of the one between annihilators. The last part computes N |11⟩ = 2 |11⟩, the starting point of the example worked above.

```lean
/-- The two-mode operators on `ℂ⁴` satisfy the CAR, and the doubly occupied basis vector
is an eigenvector of `N` with eigenvalue `2`. -/
theorem isCAR_witness :
    IsCAR cre ann ∧ numberOp cre ann ![0, 0, 0, 1] = (2 : ℂ) • ![0, 0, 0, 1] := by
  refine ⟨⟨fun p q => ?_, fun p q => ?_, fun p q => ?_⟩, ?_⟩
  · have e := congrArg (Matrix.toLinAlgEquiv' (R := ℂ)) (annMatrix_mixed p q)
    rw [map_add, map_mul, map_mul] at e
    refine e.trans ?_
    split_ifs <;> simp
  · -- transpose the relation between annihilators
    have t := congrArg Matrix.transpose (annMatrix_anticomm q p)
    rw [Matrix.transpose_add, Matrix.transpose_mul, Matrix.transpose_mul,
      Matrix.transpose_zero] at t
    have e := congrArg (Matrix.toLinAlgEquiv' (R := ℂ)) t
    rw [map_add, map_mul, map_mul, map_zero] at e
    exact e
  · have e := congrArg (Matrix.toLinAlgEquiv' (R := ℂ)) (annMatrix_anticomm p q)
    rw [map_add, map_mul, map_mul, map_zero] at e
    exact e
  · ext i
    fin_cases i <;>
      norm_num [numberOp, cre, ann, annMatrix, Fin.sum_univ_succ, Module.End.mul_apply,
        Matrix.toLinAlgEquiv'_apply, Matrix.mulVec, dotProduct]

end

end FermionNumberLadder
```

```lean
#print axioms FermionNumberLadder.selection_rule
#print axioms FermionNumberLadder.commute_number_iff
```

```
'FermionNumberLadder.selection_rule' depends on axioms: [propext, Classical.choice, Quot.sound]
'FermionNumberLadder.commute_number_iff' depends on axioms: [propext, Classical.choice, Quot.sound]
```
